# Point charges at distinct heights on a normal to a grounded plane have negative image energy unless all are zero

Finitely many point charges \(q_i\) are held at heights \(z_i>0\) on one normal to a grounded conducting plane. They induce a surface charge on the plane, and the question is what sign the energy of their interaction with it can take. In the formal version the induced charge is represented by image charges from the start: each \(q_j\) at height \(z_j\) is given a partner \(-q_j\) at height \(-z_j\). That these images reproduce the field of the real surface charge everywhere above the plane follows from the uniqueness of the potential for given boundary values, which is taken over from electrostatics.

The energy studied here is the image part alone. The direct Coulomb energy between the charges is a separate term and can have either sign.

## Charges, images and the factor one half

The labels of the charges form a finite set `s` in a type `ι`, and `z` assigns a height to each label.

In Lean 4 with Mathlib:

```lean
import Mathlib

open Finset

namespace ImageChargesOnNormal

noncomputable section

variable {ι : Type*} {s : Finset ι} {z : ι → ℝ}
```

In Gaussian units the potential of the charges at distance \(\rho\) from the axis and height \(h\) is

\[
\sum_{j} \frac{q_j}{\sqrt{\rho^2+(h-z_j)^2}} .
\]

The letter \(\rho\) is a distance here, not a charge density.

```lean
/-- Coulomb potential (Gaussian units) of charges `q j` at heights `z j` on the axis, at
distance `ρ` from the axis and height `h`; its domain is the set of points away from the charges. -/
def chargePotential (s : Finset ι) (q z : ι → ℝ) (ρ h : ℝ) : ℝ :=
  ∑ j ∈ s, q j / √(ρ ^ 2 + (h - z j) ^ 2)
```

The image potential is the same function with charges \(-q_j\) at heights \(-z_j\). Its value on the axis at height \(a\) is written \(\varphi(a)\) below.

```lean
/-- Potential of the image charges: opposite charges at the mirrored heights. Its domain is the
set of points away from the images. -/
def imagePotential (s : Finset ι) (q z : ι → ℝ) (ρ h : ℝ) : ℝ :=
  chargePotential s (fun j => -q j) (fun j => -z j) ρ h
```

The image energy is

\[
U=\tfrac12\sum_i q_i\,\varphi(z_i).
\]

The factor \(\tfrac12\) stands for the response of the conductor: as the charges are built up from zero, the induced potential grows in proportion to them, so the work is half the final product. The sum includes the interaction of each charge with its own image.

```lean
/-- Image energy: half the sum of each charge times the image potential at its position,
for charges at positive heights. -/
def imageEnergy (s : Finset ι) (q z : ι → ℝ) : ℝ :=
  1 / 2 * ∑ i ∈ s, q i * imagePotential s q z 0 (z i)
```

The argument also needs auxiliary charges, called reduced charges here, which depend on a chosen height \(a\):

\[
q_i'=q_i\,\frac{z_i-a}{z_i+a}.
\]

A charge that sits at height \(a\) has reduced charge zero.

```lean
/-- The charge `q i` scaled by `(z i - a) / (z i + a)`, for `z i + a ≠ 0`. -/
def reducedCharge (q z : ι → ℝ) (a : ℝ) (i : ι) : ℝ :=
  q i * (z i - a) / (z i + a)
```

## The potential vanishes on the plane

At \(h=0\) a charge and its image are equally far from the field point, since \((0-z_j)^2=(0+z_j)^2\). Their contributions are opposite and cancel term by term. The theorem puts no condition on the heights; its physical content concerns charges off the plane.

```lean
/-- The potentials of the charges and of their images cancel on the plane `h = 0`. -/
theorem potential_on_plane (s : Finset ι) (q z : ι → ℝ) (ρ : ℝ) :
    chargePotential s q z ρ 0 + imagePotential s q z ρ 0 = 0 := by
  simp only [imagePotential, chargePotential]
  rw [← Finset.sum_add_distrib]
  refine Finset.sum_eq_zero fun j _ => ?_
  rw [show (0 - -z j) ^ 2 = (0 - z j) ^ 2 by ring]
  ring
```

## The energy as a double sum

On the axis at height \(a>0\), the distance to the image at \(-z_j\) is \(\sqrt{(a+z_j)^2}=z_j+a\), because both heights are positive. Hence

\[
\varphi(a)=-\sum_j\frac{q_j}{z_j+a}.
\]

The hypothesis `hz` states that the heights of the charges in `s` are positive, and it is used to take the square root.

```lean
/-- For charges at positive heights, the image potential on the axis at height `a > 0` is
minus the sum of `q j / (z j + a)`. -/
theorem imagePotential_on_axis (q : ι → ℝ) (hz : ∀ i ∈ s, 0 < z i) {a : ℝ} (ha : 0 < a) :
    imagePotential s q z 0 a = -∑ j ∈ s, q j / (z j + a) := by
  simp only [imagePotential, chargePotential]
  rw [← Finset.sum_neg_distrib]
  refine Finset.sum_congr rfl fun j hj => ?_
  have hr : √((0 : ℝ) ^ 2 + (a - -z j) ^ 2) = z j + a := by
    rw [show (0 : ℝ) ^ 2 + (a - -z j) ^ 2 = (z j + a) ^ 2 by ring]
    exact Real.sqrt_sq (by linarith [hz j hj])
  rw [hr, neg_div]
```

Setting \(a=z_i\), multiplying by \(q_i\) and summing gives

\[
U=-\frac12\sum_{i,j}\frac{q_iq_j}{z_i+z_j}.
\]

```lean
/-- For charges at positive heights, the image energy is `-(1/2) ∑ᵢⱼ qᵢ qⱼ / (zᵢ + zⱼ)`. -/
theorem imageEnergy_eq (q : ι → ℝ) (hz : ∀ i ∈ s, 0 < z i) :
    imageEnergy s q z = -(1 / 2) * ∑ i ∈ s, ∑ j ∈ s, q i * q j / (z i + z j) := by
  have h : ∑ i ∈ s, q i * imagePotential s q z 0 (z i)
      = -∑ i ∈ s, ∑ j ∈ s, q i * q j / (z i + z j) := by
    rw [← Finset.sum_neg_distrib]
    refine Finset.sum_congr rfl fun i hi => ?_
    rw [imagePotential_on_axis q hz (hz i hi), mul_neg, Finset.mul_sum]
    refine congrArg Neg.neg (Finset.sum_congr rfl fun j _ => ?_)
    rw [add_comm (z j) (z i), mul_div_assoc]
  rw [imageEnergy, h]
  ring
```

## Splitting off a square

For any \(a>0\), expanding the products shows that

\[
(z_i+a)(z_j+a)-(z_i-a)(z_j-a)=2a(z_i+z_j).
\]

Division by \((z_i+z_j)(z_i+a)(z_j+a)\) gives

\[
\frac1{z_i+z_j}=\frac{2a}{(z_i+a)(z_j+a)}+\frac{(z_i-a)(z_j-a)}{(z_i+a)(z_j+a)(z_i+z_j)} .
\]

Now multiply by \(-\tfrac12 q_iq_j\) and sum over \(i\) and \(j\). The first term factorises into a square and the second is the image energy of the reduced charges:

\[
U(q)=-a\,\varphi(a)^2+U(q').
\]

In the proof, `key` is this identity for the double sums. It is checked term by term, with `field_simp` clearing the denominators and `ring` comparing the polynomials.

```lean
/-- For charges at positive heights and any height `a > 0`, the image energy is `-a` times the
squared image potential on the axis at `a`, plus the image energy of the reduced charges. -/
theorem imageEnergy_split (q : ι → ℝ) (hz : ∀ i ∈ s, 0 < z i) {a : ℝ} (ha : 0 < a) :
    imageEnergy s q z = -a * imagePotential s q z 0 a ^ 2
      + imageEnergy s (reducedCharge q z a) z := by
  have key : ∑ i ∈ s, ∑ j ∈ s, q i * q j / (z i + z j)
      = 2 * a * (∑ i ∈ s, q i / (z i + a)) ^ 2
        + ∑ i ∈ s, ∑ j ∈ s,
          reducedCharge q z a i * reducedCharge q z a j / (z i + z j) := by
    rw [sq, Finset.sum_mul_sum, Finset.mul_sum, ← Finset.sum_add_distrib]
    refine Finset.sum_congr rfl fun i hi => ?_
    rw [Finset.mul_sum, ← Finset.sum_add_distrib]
    refine Finset.sum_congr rfl fun j hj => ?_
    -- (zᵢ + a)(zⱼ + a) - (zᵢ - a)(zⱼ - a) = 2a(zᵢ + zⱼ)
    have hi0 := hz i hi
    have hj0 := hz j hj
    have h1 : z i + z j ≠ 0 := by positivity
    have h2 : z i + a ≠ 0 := by positivity
    have h3 : z j + a ≠ 0 := by positivity
    simp only [reducedCharge]
    field_simp
    ring
  rw [imageEnergy_eq q hz, imageEnergy_eq (reducedCharge q z a) hz,
    imagePotential_on_axis q hz ha]
  linear_combination (-(1 / 2)) * key
```

As a numerical example, take charges \(1\) and \(-1\) at heights \(1\) and \(2\). The double sum gives \(U=-\tfrac12\left(\tfrac12+\tfrac14-\tfrac23\right)=-\tfrac1{24}\). Splitting at \(a=2\), one finds \(\varphi(2)=-\tfrac1{12}\), so the square contributes \(-\tfrac1{72}\). The reduced charges are \(-\tfrac13\) and \(0\), with image energy \(-\tfrac1{36}\), and the two parts add up to \(-\tfrac1{24}\). In matrix terms, the split at the height of one of the charges is one elimination step of a Cholesky factorisation of the matrix with entries \(1/(z_i+z_j)\).

## Removing one charge at a time

A site without charge contributes nothing to the energy, either as a charge placed in the image potential or through an image of its own.

```lean
/-- A site that carries no charge can be left out of the image energy. -/
theorem imageEnergy_insert [DecidableEq ι] {n : ι} (hn : n ∉ s) {q : ι → ℝ} (h0 : q n = 0) :
    imageEnergy (insert n s) q z = imageEnergy s q z := by
  simp only [imageEnergy, imagePotential, chargePotential, Finset.sum_insert hn, h0,
    neg_zero, zero_div, zero_mul, zero_add]
```

The sign follows by induction on the number of charges. With no charges, \(U=0\). Otherwise pick a charge \(n\) and split at \(a=z_n\). Then \(q_n'=0\), so \(U(q')\) is the image energy of one charge fewer and is at most zero by the induction hypothesis. The other part, \(-z_n\varphi(z_n)^2\), is at most zero as well. The statement `main` is made for all charge assignments `p`, because the remaining charges change their values at each step. Distinct heights are not assumed.

```lean
/-- The image energy of charges at positive heights, distinct or not, is at most zero. -/
theorem imageEnergy_nonpos (q : ι → ℝ) (hz : ∀ i ∈ s, 0 < z i) : imageEnergy s q z ≤ 0 := by
  classical
  have main : ∀ t : Finset ι, (∀ i ∈ t, 0 < z i) → ∀ p : ι → ℝ, imageEnergy t p z ≤ 0 := by
    intro t
    induction t using Finset.induction_on with
    | empty => intro _ p; simp [imageEnergy]
    | insert n t hn ih =>
      intro ht p
      have hn0 := ht n (Finset.mem_insert_self n t)
      -- splitting at the height of charge n removes that charge
      have e := imageEnergy_split p ht hn0
      have h0 : reducedCharge p z (z n) n = 0 := by simp [reducedCharge]
      rw [imageEnergy_insert hn h0] at e
      have h1 := ih (fun i hi => ht i (Finset.mem_insert_of_mem hi)) (reducedCharge p z (z n))
      have h2 := mul_nonneg hn0.le (sq_nonneg (imagePotential (insert n t) p z 0 (z n)))
      linarith
  exact main s hz q
```

Applied to the reduced charges in the split, this gives a bound at every height \(a>0\), whether or not a charge sits there:

\[
U\le -a\,\varphi(a)^2 .
\]

A nonzero image potential at any point of the axis above the plane therefore makes the energy strictly negative.

```lean
/-- For charges at positive heights, the image energy is at most `-a` times the squared image
potential on the axis at any height `a > 0`. -/
theorem imageEnergy_le (q : ι → ℝ) (hz : ∀ i ∈ s, 0 < z i) {a : ℝ} (ha : 0 < a) :
    imageEnergy s q z ≤ -a * imagePotential s q z 0 a ^ 2 := by
  have h := imageEnergy_nonpos (reducedCharge q z a) hz
  rw [imageEnergy_split q hz ha]
  linarith
```

## When the energy is zero

Let the heights be distinct, which is the hypothesis `Set.InjOn z (s : Set ι)`, and suppose \(U=0\). Split again at the height of a charge \(n\). Two parts that are each at most zero add up to zero, so both vanish:

\[
U(q')=0,\qquad \varphi(z_n)=0 .
\]

By the induction hypothesis, the first equation gives \(q_i(z_i-z_n)/(z_i+z_n)=0\) for every \(i\neq n\). Since \(z_i\neq z_n\), it follows that \(q_i=0\). Only charge \(n\) is left in the image potential, so the second equation reads \(-q_n/(2z_n)=0\), and \(q_n=0\). Conversely, if every charge is zero, so is the energy.

The theorem combines the two results: for positive, distinct heights, `imageEnergy s q z ≤ 0`, and the energy is zero if and only if `q i = 0` for every `i` in `s`. In the code, `hE'` and `hsq` are the two vanishing parts, `hp` removes the charges other than \(n\), and `hpn` removes charge \(n\).

```lean
/-- For charges at distinct positive heights on a common normal above a grounded plane, the
image energy is at most zero, and it is zero exactly when every charge is zero. -/
theorem imageEnergy_negative_definite (q : ι → ℝ) (hz : ∀ i ∈ s, 0 < z i)
    (hd : Set.InjOn z (s : Set ι)) :
    imageEnergy s q z ≤ 0 ∧ (imageEnergy s q z = 0 ↔ ∀ i ∈ s, q i = 0) := by
  classical
  have main : ∀ t : Finset ι, (∀ i ∈ t, 0 < z i) → Set.InjOn z (t : Set ι) →
      ∀ p : ι → ℝ, imageEnergy t p z = 0 → ∀ i ∈ t, p i = 0 := by
    intro t
    induction t using Finset.induction_on with
    | empty => intro _ _ p _ i hi; simp at hi
    | insert n t hn ih =>
      intro ht hinj p hE
      have hn0 := ht n (Finset.mem_insert_self n t)
      have ht' : ∀ i ∈ t, 0 < z i := fun i hi => ht i (Finset.mem_insert_of_mem hi)
      have e := imageEnergy_split p ht hn0
      have h0 : reducedCharge p z (z n) n = 0 := by simp [reducedCharge]
      rw [imageEnergy_insert hn h0] at e
      have h1 := imageEnergy_nonpos (reducedCharge p z (z n)) ht'
      have h2 := mul_nonneg hn0.le (sq_nonneg (imagePotential (insert n t) p z 0 (z n)))
      -- both parts of the energy vanish
      have hE' : imageEnergy t (reducedCharge p z (z n)) z = 0 := by linarith
      have hsq : z n * imagePotential (insert n t) p z 0 (z n) ^ 2 = 0 := by linarith
      have hinj' : Set.InjOn z (t : Set ι) := fun i hi j hj h =>
        hinj (Finset.mem_coe.2 (Finset.mem_insert_of_mem (Finset.mem_coe.1 hi)))
          (Finset.mem_coe.2 (Finset.mem_insert_of_mem (Finset.mem_coe.1 hj))) h
      have hp : ∀ i ∈ t, p i = 0 := by
        intro i hi
        have hr : p i * (z i - z n) / (z i + z n) = 0 := ih ht' hinj' _ hE' i hi
        have hsum : z i + z n ≠ 0 := (add_pos (ht' i hi) hn0).ne'
        have hne : z i - z n ≠ 0 := by
          intro h
          have hin : i = n := hinj (Finset.mem_coe.2 (Finset.mem_insert_of_mem hi))
            (Finset.mem_coe.2 (Finset.mem_insert_self n t)) (sub_eq_zero.mp h)
          exact hn (hin ▸ hi)
        exact (mul_eq_zero.mp ((div_eq_zero_iff.mp hr).resolve_right hsum)).resolve_right hne
      -- the image potential at charge n now comes from its own image alone
      have hφ : imagePotential (insert n t) p z 0 (z n) = 0 :=
        (pow_eq_zero_iff two_ne_zero).mp ((mul_eq_zero.mp hsq).resolve_left hn0.ne')
      have hrest : ∑ i ∈ t, p i / (z i + z n) = 0 :=
        Finset.sum_eq_zero fun i hi => by rw [hp i hi, zero_div]
      rw [imagePotential_on_axis p ht hn0, Finset.sum_insert hn, hrest, add_zero,
        neg_eq_zero] at hφ
      have hpn : p n = 0 := (div_eq_zero_iff.mp hφ).resolve_right (add_pos hn0 hn0).ne'
      intro i hi
      rcases Finset.mem_insert.mp hi with h | h
      · rw [h, hpn]
      · exact hp i h
  refine ⟨imageEnergy_nonpos q hz, main s hz hd q, fun h => ?_⟩
  rw [imageEnergy, Finset.sum_eq_zero (fun i hi => by rw [h i hi, zero_mul]), mul_zero]
```

In a simulation of classical point charges near a metal electrode treated as a perfect grounded plane, the image term thus lowers the energy of any nonzero set of charges at distinct heights on one normal. If the charges are themselves variables, as in fluctuating-charge models, this term adds negative curvature in every direction of charge space for such an arrangement, and a stable minimum depends on the remaining terms. The theorem does not cover dielectric surfaces or charges on different normals, and the lateral copies of a charge in a periodic simulation cell are on different normals.

## One charge, and two charges at the same height

For a single charge the double sum has one term, and

\[
U=-\frac12\cdot\frac{q^2}{2z}=-\frac{q^2}{4z}.
\]

This is half the product of \(q\) and the potential \(-q/(2z)\) of its own image. The bound \(U\le-a\,\varphi(a)^2\) becomes an equality here at \(a=z\).

```lean
/-- A single charge `q` at height `z > 0` has image energy `-q² / (4 z)`. -/
theorem imageEnergy_single (q : ι → ℝ) (i : ι) (hi : 0 < z i) :
    imageEnergy {i} q z = -q i ^ 2 / (4 * z i) := by
  rw [imageEnergy_eq q (by simpa using hi)]
  simp only [Finset.sum_singleton]
  ring
```

Positive heights alone do not suffice for the equality case. Charges \(1\) and \(-1\) at the same height \(1\) on the normal occupy the same point, their images cancel as well, and the four terms of the double sum add up to zero although neither charge is zero.

```lean
/-- Charges `1` and `-1` at the same height `1` have zero image energy. -/
theorem imageEnergy_equal_heights :
    imageEnergy (Finset.univ : Finset (Fin 2)) ![1, -1] ![1, 1] = 0 := by
  rw [imageEnergy_eq _ (by intro i _; fin_cases i <;> simp)]
  norm_num [Fin.sum_univ_two]

end

end ImageChargesOnNormal
```

```lean
#print axioms ImageChargesOnNormal.imageEnergy_le
#print axioms ImageChargesOnNormal.imageEnergy_negative_definite
#print axioms ImageChargesOnNormal.imageEnergy_single
#print axioms ImageChargesOnNormal.imageEnergy_equal_heights
```

```
'ImageChargesOnNormal.imageEnergy_le' depends on axioms: [propext, Classical.choice, Quot.sound]
'ImageChargesOnNormal.imageEnergy_negative_definite' depends on axioms: [propext, Classical.choice, Quot.sound]
'ImageChargesOnNormal.imageEnergy_single' depends on axioms: [propext, Classical.choice, Quot.sound]
'ImageChargesOnNormal.imageEnergy_equal_heights' depends on axioms: [propext, Classical.choice, Quot.sound]
```
